# The equation u tanh u = 1 has exactly one positive solution

The theorem `existsUnique_peak` says that exactly one real number a > 0 satisfies a tanh a = 1. In physics this equation fixes the maximum of the Schottky heat capacity of a single system with two non-degenerate levels, where u is the level spacing divided by 2k_BT; the theorem itself concerns only the equation, and no heat capacity is defined in the file. The proof rewrites the condition as u sinh u − cosh u = 0 and shows that the left side increases strictly for u ≥ 0. That function is negative at 0 and positive at 2, so the intermediate value theorem gives a root between them, and strict monotonicity rules out a second positive root.

The first attempt, which Lean rejects:

```lean
import Mathlib

open Real Set Filter Topology

namespace ExistsUniquePeak

lemma peak_iff (a : ℝ) : a * Real.tanh a = 1 ↔ a * Real.sinh a = Real.cosh a := by
  rw [Real.tanh_eq_sinh_div_cosh, ← mul_div_assoc, div_eq_one_iff_eq (Real.cosh_pos a).ne']

lemma continuous_slope : Continuous (fun u : ℝ => u * Real.sinh u - Real.cosh u) :=
  (continuous_id.mul Real.continuous_sinh).sub Real.continuous_cosh

/-- The function `u sinh u - cosh u` increases strictly for `u ≥ 0`. -/
lemma slope_strictMono :
    StrictMonoOn (fun u : ℝ => u * Real.sinh u - Real.cosh u) (Ici 0) := by
  apply strictMonoOn_of_deriv_pos (convex_Ici 0) continuous_slope.continuousOn
  intro u hu
  rw [interior_Ici] at hu
  have hd : HasDerivAt (fun u : ℝ => u * Real.sinh u - Real.cosh u) (u * Real.cosh u) u :=
    (((hasDerivAt_id' u).fun_mul (Real.hasDerivAt_sinh u)).fun_sub
      (Real.hasDerivAt_cosh u)).congr_deriv (by ring)
  rw [hd.deriv]
  exact mul_pos (mem_Ioi.1 hu) (Real.cosh_pos u)

/-- The peak condition `u tanh u = 1` has exactly one positive solution. -/
theorem existsUnique_peak : ∃! a : ℝ, 0 < a ∧ a * Real.tanh a = 1 := by
  have h0 : (0 : ℝ) * Real.sinh 0 - Real.cosh 0 < 0 := by simp
  have h2 : 0 < (2 : ℝ) * Real.sinh 2 - Real.cosh 2 := by
    have e1 := Real.add_one_le_exp (2 : ℝ)
    have e2 : Real.exp (-2) < 1 := Real.exp_lt_one (by norm_num)
    rw [Real.sinh_eq, Real.cosh_eq]
    linarith
  obtain ⟨a, ha, hz⟩ := intermediate_value_Ioo (by norm_num : (0 : ℝ) ≤ 2)
    continuous_slope.continuousOn ⟨h0, h2⟩
  refine ⟨a, ⟨ha.1, (peak_iff a).2 (sub_eq_zero.1 hz)⟩, ?_⟩
  rintro b ⟨hb, hb1⟩
  exact slope_strictMono.injOn (mem_Ici.2 hb.le) (mem_Ici.2 ha.1.le)
    ((sub_eq_zero.2 ((peak_iff b).1 hb1)).trans hz.symm)

end ExistsUniquePeak
```

Messages:

```
Main.lean:30:35: error(lean.unknownIdentifier): Unknown constant `Real.exp_lt_one`
```

Cause. The message means that Lean found no declaration called `Real.exp_lt_one` in the environment the file imports. The name occurs in the proof of `e2`, the bound exp(−2) < 1. The bound is true, and the error is only in the name of the lemma cited for it.

The repair cites `Real.exp_lt_one_iff` instead, which says that `Real.exp x < 1` holds if and only if `x < 0`. Since this is an equivalence, `.2` is needed to select the direction from `x < 0` to `Real.exp x < 1`. With x = −2, what remains to be shown is −2 < 0, and the unchanged `by norm_num` proves it.

The bound is used in showing that the function is positive at 2. Its value there is (exp(2) − 3 exp(−2))/2, and `linarith` gets the sign from exp(2) ≥ 3, which is `e1`, together with `e2`.

After these edits no error is left:

```diff
@@ -28,5 +28,5 @@
   have h2 : 0 < (2 : ℝ) * Real.sinh 2 - Real.cosh 2 := by
     have e1 := Real.add_one_le_exp (2 : ℝ)
-    have e2 : Real.exp (-2) < 1 := Real.exp_lt_one (by norm_num)
+    have e2 : Real.exp (-2) < 1 := Real.exp_lt_one_iff.2 (by norm_num)
     rw [Real.sinh_eq, Real.cosh_eq]
     linarith
```
